# For a fixed negative definite exchange matrix, the compressed operator's trace error is at most second order in the orbital change

## Applying a compressed operator to orbitals that have moved

In a hybrid-functional calculation with adaptively compressed exchange, the compressed operator is built from the current orbitals and then held fixed during an inner loop. The eigensolver changes the orbitals in that loop, so the operator soon acts on orbitals other than those it was built from. How large is the resulting error in the exchange expectation values?

Let $V$ be the exchange matrix in a finite orthonormal basis. The columns of $\Psi$ are the old orbitals and those of $\Phi$ the new ones. The compressed operator is

$$V_{\rm ACE}=V\Psi(\Psi^*V\Psi)^{-1}\Psi^*V .$$

It agrees with $V$ on the span of $\Psi$. Away from that span, the quantity to control is the error summed over the new orbitals, $\operatorname{tr}\Phi^*(V_{\rm ACE}-V)\Phi$.

## Bounds by the part outside the old span

Assume that $V$ is Hermitian and negative definite, that $-V\le c$ for a real number $c$, and that the columns of $\Psi$ are linearly independent. Let $P=\Psi(\Psi^*\Psi)^{-1}\Psi^*$ be the orthogonal projector on their span, and let $\|A\|_F^2$ be the sum of the squared moduli of the entries of $A$. Then, for every $\Phi$,

$$0\le\operatorname{tr}\Phi^*(V_{\rm ACE}-V)\Phi\le c\,\|(1-P)\Phi\|_F^2 .$$

Negative definiteness says that every nonzero orbital has a strictly negative exchange expectation value. The constant $c$ limits how far exchange can lower the energy of a normalised orbital.

If $\Phi=\Psi U+tD$, with a coefficient matrix $U$, a direction $D$ and a real step $t$, the error is at most $c\,t^2\|D\|_F^2$. The matrix $U$ may mix the old orbitals in any way, so a rotation among them costs nothing.

## A projector orthogonal in the exchange form

Put $M=\Psi^*V\Psi$. For $x\ne0$ we have $\Psi x\neq0$, hence $x^*(-M)x>0$, and $M$ is invertible. Define $Q=\Psi M^{-1}\Psi^*V$. Then

$$Q\Psi=\Psi M^{-1}M=\Psi,\qquad Q^2=Q,\qquad Q^*V=VQ=V_{\rm ACE}.$$

The second identity follows from the first, and the third uses that $V$ and $M$ are Hermitian. Expanding gives

$$(1-Q)^*(-V)(1-Q)=-V+Q^*V+VQ-Q^*VQ=V_{\rm ACE}-V,$$

because $Q^*VQ=VQ^2=VQ$. Likewise $Q^*(-V)Q=-V_{\rm ACE}$.

Write $R=V_{\rm ACE}-V$. The first factorisation shows $R\ge0$, which is the lower bound. The second shows $-V_{\rm ACE}\ge0$, so

$$c-R=(c+V)+(-V_{\rm ACE})\ge0 .$$

Since $(1-Q)\Psi=0$, subtracting $\Psi U$ from $\Phi$ leaves the error unchanged:

$$\operatorname{tr}\Phi^*R\Phi=\operatorname{tr}(\Phi-\Psi U)^*R(\Phi-\Psi U)\le c\,\|\Phi-\Psi U\|_F^2 .$$

The choice $U=(\Psi^*\Psi)^{-1}\Psi^*\Phi$ makes $\Psi U=P\Phi$ and gives the upper bound. Inserting $\Phi=\Psi U+tD$ instead gives the bound in $t^2$.

## When the error is truly quadratic

Suppose also that $-V\ge m$ with $m\ge0$, and put $Y=(1-Q)\Phi$. Then $\operatorname{tr}\Phi^*R\Phi=\operatorname{tr}Y^*(-V)Y\ge m\|Y\|_F^2$. From $P\Psi=\Psi$ follows $PQ=Q$, hence $(1-P)Y=(1-P)\Phi$. Since $P$ is Hermitian and idempotent,

$$\|Y\|_F^2=\|PY\|_F^2+\|(1-P)Y\|_F^2\ge\|(1-P)\Phi\|_F^2 ,$$

and the error is at least $m\|(1-P)\Phi\|_F^2$. For $m>0$ and a direction $D$ that leaves the old span, it therefore grows exactly as $t^2$. For $V=-c$ with $c>0$ one may take $m=c$; the two bounds meet, so the upper bound is attained for every $\Phi$. Unless the old orbitals span the whole space, no constant smaller than $c$ would then do.

## One orbital in two dimensions

Take $V=\operatorname{diag}(-a,-b)$ with $0<a,b\le c$, the old orbital $\Psi=e_1$ and the new orbital $\Phi=\cos\theta\,e_1+\sin\theta\,e_2$. Then $V_{\rm ACE}=\operatorname{diag}(-a,0)$. The error is $b\sin^2\theta$ and the bound is $c\sin^2\theta$. The vector $(V_{\rm ACE}-V)\Phi=b\sin\theta\,e_2$ is only first order in $\theta$: the quadratic gain belongs to the expectation value, not to the action of the operator.

## Matrices, hypotheses and order in Lean

The finite types `n`, `k` and `p` index basis functions, old orbitals and new orbitals. The definitions `ace`, `rangeProj`, `formProj` and `frobSq` are $V_{\rm ACE}$, $P$, $Q$ and $\|\cdot\|_F^2$, and `ᴴ` is the conjugate transpose.

- `(-V).PosDef` states that $V$ is Hermitian and negative definite.
- `hc` states that $c+V$ is positive semidefinite, which is $-V\le c$. Only in `ace_error_sharp`, where $V=-c$, does the same name stand for $c>0$.
- `Function.Injective Ψ.mulVec` states that the old orbitals are linearly independent. Neither set of orbitals has to be orthonormal.

The inequalities use the order on `ℂ`, in which comparable numbers have equal imaginary parts. The main theorem `ace_error_bound` therefore also says that the trace is real.

The matrix $V$ stays fixed throughout. In a self-consistent calculation the exchange operator itself depends on the orbitals, and that change is a separate source of error. The theorems say nothing about the convergence of either loop. Definiteness and the value of $c$ are assumed, not derived from Coulomb integrals.

```lean
import Mathlib

open Matrix
open scoped ComplexOrder

namespace StaleCompressedExchange

noncomputable section

variable {n k p : Type*} [Fintype n] [Fintype k] [Fintype p] [DecidableEq n] [DecidableEq k]

/-- The squared Frobenius norm: the sum of the squared moduli of all entries. -/
def frobSq (A : Matrix n p ℂ) : ℝ := ∑ j, ∑ i, ‖A i j‖ ^ 2

/-- The orthogonal projector on the span of the orbitals `Ψ`, for linearly independent columns. -/
def rangeProj (Ψ : Matrix n k ℂ) : Matrix n n ℂ := Ψ * (Ψᴴ * Ψ)⁻¹ * Ψᴴ

/-- The projector on the span of `Ψ` that is orthogonal with respect to the form of `V`, for
Hermitian `V` and invertible `Ψᴴ V Ψ`. -/
def formProj (V : Matrix n n ℂ) (Ψ : Matrix n k ℂ) : Matrix n n ℂ :=
  Ψ * (Ψᴴ * V * Ψ)⁻¹ * Ψᴴ * V

/-- The adaptively compressed exchange operator built from the orbitals `Ψ`,
for invertible `Ψᴴ V Ψ`. -/
def ace (V : Matrix n n ℂ) (Ψ : Matrix n k ℂ) : Matrix n n ℂ :=
  V * Ψ * (Ψᴴ * V * Ψ)⁻¹ * Ψᴴ * V

omit [DecidableEq n] in
/-- The trace of `Aᴴ A` is the squared Frobenius norm of `A`. -/
theorem trace_eq_frobSq (A : Matrix n p ℂ) : (Aᴴ * A).trace = (frobSq A : ℂ) := by
  simp only [frobSq, Matrix.trace, Matrix.diag_apply, Matrix.mul_apply,
    Matrix.conjTranspose_apply, Complex.ofReal_sum, Complex.ofReal_pow]
  exact Finset.sum_congr rfl fun j _ => Finset.sum_congr rfl fun i _ => Complex.conj_mul' _

omit [DecidableEq n] in
/-- For `V` definite of either sign and independent orbitals `Ψ`, the projector `formProj V Ψ`
fixes `Ψ`, is idempotent, and is self-adjoint with respect to the form of `V`. -/
theorem formProj_props {V : Matrix n n ℂ} {Ψ : Matrix n k ℂ}
    (hV : V.PosDef ∨ (-V).PosDef) (hΨ : Function.Injective Ψ.mulVec) :
    formProj V Ψ * Ψ = Ψ ∧ formProj V Ψ * formProj V Ψ = formProj V Ψ ∧
      (formProj V Ψ)ᴴ * V = V * formProj V Ψ := by
  have hH : Vᴴ = V := by
    rcases hV with h | h
    · exact h.1.eq
    · exact neg_inj.1 (by rw [← Matrix.conjTranspose_neg]; exact h.1.eq)
  -- definiteness and independence make the small matrix `Ψᴴ V Ψ` invertible
  have hM : IsUnit (Ψᴴ * V * Ψ).det := by
    rw [← Matrix.isUnit_iff_isUnit_det]
    rcases hV with h | h
    · exact (h.conjTranspose_mul_mul_same hΨ).isUnit
    · have h' := (h.conjTranspose_mul_mul_same hΨ).isUnit.neg
      simpa only [Matrix.mul_neg, Matrix.neg_mul, neg_neg] using h'
  have h1 : formProj V Ψ * Ψ = Ψ := by
    calc formProj V Ψ * Ψ = Ψ * ((Ψᴴ * V * Ψ)⁻¹ * (Ψᴴ * V * Ψ)) := by
          simp only [formProj, Matrix.mul_assoc]
      _ = Ψ := by rw [Matrix.nonsing_inv_mul _ hM, Matrix.mul_one]
  refine ⟨h1, ?_, ?_⟩
  · calc formProj V Ψ * formProj V Ψ
        = (formProj V Ψ * Ψ) * ((Ψᴴ * V * Ψ)⁻¹ * Ψᴴ * V) := by
          simp only [formProj, Matrix.mul_assoc]
      _ = formProj V Ψ := by rw [h1]; simp only [formProj, Matrix.mul_assoc]
  · simp only [formProj, Matrix.conjTranspose_mul, Matrix.conjTranspose_nonsing_inv,
      Matrix.conjTranspose_conjTranspose, hH, Matrix.mul_assoc]

/-- Pythagoras: for independent orbitals `Ψ`, the squared norm of `X` is the sum of those of its
parts inside and outside the span of `Ψ`; the projector also fixes `Ψ`. -/
theorem rangeProj_pythagoras {Ψ : Matrix n k ℂ} (hΨ : Function.Injective Ψ.mulVec)
    (X : Matrix n p ℂ) :
    rangeProj Ψ * Ψ = Ψ ∧
      frobSq X = frobSq (rangeProj Ψ * X) + frobSq ((1 - rangeProj Ψ) * X) := by
  have hP : formProj 1 Ψ = rangeProj Ψ := by
    simp only [formProj, rangeProj, Matrix.mul_one]
  obtain ⟨h1, h2, h3⟩ := formProj_props (V := 1) (Or.inl Matrix.PosDef.one) hΨ
  rw [hP] at h1 h2 h3
  rw [Matrix.mul_one, Matrix.one_mul] at h3
  refine ⟨h1, ?_⟩
  have h : rangeProj Ψ * rangeProj Ψ + (1 - rangeProj Ψ) * (1 - rangeProj Ψ) = 1 := by
    simp only [Matrix.mul_sub, Matrix.sub_mul, Matrix.mul_one, Matrix.one_mul, h2]
    abel
  have e : Xᴴ * X = (rangeProj Ψ * X)ᴴ * (rangeProj Ψ * X)
      + ((1 - rangeProj Ψ) * X)ᴴ * ((1 - rangeProj Ψ) * X) := by
    calc Xᴴ * X = Xᴴ * ((rangeProj Ψ * rangeProj Ψ
          + (1 - rangeProj Ψ) * (1 - rangeProj Ψ)) * X) := by rw [h, Matrix.one_mul]
      _ = _ := by
        rw [Matrix.conjTranspose_mul, Matrix.conjTranspose_mul, Matrix.conjTranspose_sub,
          Matrix.conjTranspose_one, h3]
        simp only [Matrix.add_mul, Matrix.mul_add, Matrix.mul_assoc]
  apply Complex.ofReal_injective
  rw [Complex.ofReal_add, ← trace_eq_frobSq, ← trace_eq_frobSq, ← trace_eq_frobSq, e,
    Matrix.trace_add]

/-- For negative definite `V` and independent `Ψ`, the compression error is `-V` seen through
the complementary projector, and the compressed operator is `V` seen through the projector. -/
theorem ace_factor {V : Matrix n n ℂ} {Ψ : Matrix n k ℂ}
    (hV : (-V).PosDef) (hΨ : Function.Injective Ψ.mulVec) :
    ace V Ψ - V = (1 - formProj V Ψ)ᴴ * (-V) * (1 - formProj V Ψ) ∧
      -ace V Ψ = (formProj V Ψ)ᴴ * (-V) * formProj V Ψ := by
  obtain ⟨-, h2, h3⟩ := formProj_props (Or.inr hV) hΨ
  have ha : ace V Ψ = V * formProj V Ψ := by simp only [ace, formProj, Matrix.mul_assoc]
  have hv : V * formProj V Ψ * formProj V Ψ = V * formProj V Ψ := by
    rw [Matrix.mul_assoc, h2]
  constructor
  · rw [ha, Matrix.conjTranspose_sub, Matrix.conjTranspose_one]
    simp only [Matrix.sub_mul, Matrix.mul_sub, Matrix.mul_neg, Matrix.neg_mul,
      Matrix.one_mul, Matrix.mul_one, h3, hv]
    abel
  · rw [ha, Matrix.mul_neg, Matrix.neg_mul, h3, hv]

/-- For negative definite `V` with `-V ≤ c` and independent `Ψ`, the compression error on `Φ` is
at most `c` times the squared distance of `Φ` from any combination `Ψ U` of the old orbitals. -/
theorem ace_error_le_distance {V : Matrix n n ℂ} {Ψ : Matrix n k ℂ} {c : ℝ}
    (hV : (-V).PosDef) (hc : ((c : ℂ) • (1 : Matrix n n ℂ) + V).PosSemidef)
    (hΨ : Function.Injective Ψ.mulVec) (Φ : Matrix n p ℂ) (U : Matrix k p ℂ) :
    (Φᴴ * (ace V Ψ - V) * Φ).trace ≤ ((c * frobSq (Φ - Ψ * U) : ℝ) : ℂ) := by
  obtain ⟨hR, hA⟩ := ace_factor hV hΨ
  have e : ∀ X : Matrix n p ℂ, Xᴴ * (ace V Ψ - V) * X
      = ((1 - formProj V Ψ) * X)ᴴ * (-V) * ((1 - formProj V Ψ) * X) := by
    intro X
    rw [hR]
    simp only [Matrix.conjTranspose_mul, Matrix.mul_assoc]
  -- the error does not see the part of `Φ` in the span of `Ψ`
  have hT : (1 - formProj V Ψ) * (Φ - Ψ * U) = (1 - formProj V Ψ) * Φ := by
    rw [Matrix.mul_sub, ← Matrix.mul_assoc, Matrix.sub_mul 1 _ Ψ, Matrix.one_mul,
      (formProj_props (Or.inr hV) hΨ).1, sub_self, Matrix.zero_mul, sub_zero]
  have hs : Φᴴ * (ace V Ψ - V) * Φ = (Φ - Ψ * U)ᴴ * (ace V Ψ - V) * (Φ - Ψ * U) := by
    rw [e, e, hT]
  -- the error operator is bounded by `c`
  have hB : ((c : ℂ) • (1 : Matrix n n ℂ) - (ace V Ψ - V)).PosSemidef := by
    have h := hc.add (hV.posSemidef.conjTranspose_mul_mul_same (formProj V Ψ))
    rw [← hA] at h
    convert h using 1
    abel
  rw [hs, Complex.ofReal_mul]
  generalize Φ - Ψ * U = D
  have h := (hB.conjTranspose_mul_mul_same D).trace_nonneg
  rw [Matrix.mul_sub Dᴴ, Matrix.sub_mul, Matrix.mul_smul, Matrix.mul_one, Matrix.smul_mul,
    Matrix.trace_sub, Matrix.trace_smul, smul_eq_mul, trace_eq_frobSq] at h
  exact sub_nonneg.1 h

/-- For negative definite `V` with `-V ≤ c` and independent `Ψ`, the compression error on any `Φ`
is nonnegative and at most `c` times the squared norm of the part of `Φ` outside the span
of `Ψ`. -/
theorem ace_error_bound {V : Matrix n n ℂ} {Ψ : Matrix n k ℂ} {c : ℝ}
    (hV : (-V).PosDef) (hc : ((c : ℂ) • (1 : Matrix n n ℂ) + V).PosSemidef)
    (hΨ : Function.Injective Ψ.mulVec) (Φ : Matrix n p ℂ) :
    0 ≤ (Φᴴ * (ace V Ψ - V) * Φ).trace ∧
      (Φᴴ * (ace V Ψ - V) * Φ).trace ≤ ((c * frobSq ((1 - rangeProj Ψ) * Φ) : ℝ) : ℂ) := by
  constructor
  · have h := hV.posSemidef.conjTranspose_mul_mul_same (1 - formProj V Ψ)
    rw [← (ace_factor hV hΨ).1] at h
    exact (h.conjTranspose_mul_mul_same Φ).trace_nonneg
  · -- the best combination of old orbitals is the orthogonal projection of `Φ`
    have h : (1 - rangeProj Ψ) * Φ = Φ - Ψ * ((Ψᴴ * Ψ)⁻¹ * Ψᴴ * Φ) := by
      simp only [rangeProj, Matrix.sub_mul, Matrix.one_mul, Matrix.mul_assoc]
    rw [h]
    exact ace_error_le_distance hV hc hΨ Φ _

/-- For negative definite `V` with `-V ≤ c` and independent `Ψ`, orbitals that have moved from
`Ψ U` by a step `t D` meet a compression error of at most `c t²` times the squared norm
of `D`. -/
theorem ace_error_second_order {V : Matrix n n ℂ} {Ψ : Matrix n k ℂ} {c : ℝ}
    (hV : (-V).PosDef) (hc : ((c : ℂ) • (1 : Matrix n n ℂ) + V).PosSemidef)
    (hΨ : Function.Injective Ψ.mulVec) (U : Matrix k p ℂ) (D : Matrix n p ℂ) (t : ℝ) :
    ((Ψ * U + (t : ℂ) • D)ᴴ * (ace V Ψ - V) * (Ψ * U + (t : ℂ) • D)).trace
      ≤ ((c * (t ^ 2 * frobSq D) : ℝ) : ℂ) := by
  have h := ace_error_le_distance hV hc hΨ (Ψ * U + (t : ℂ) • D) U
  have hD : frobSq ((t : ℂ) • D) = t ^ 2 * frobSq D := by
    simp only [frobSq, Matrix.smul_apply, smul_eq_mul, norm_mul, Complex.norm_real,
      Real.norm_eq_abs, mul_pow, sq_abs, Finset.mul_sum]
  rwa [add_sub_cancel_left, hD] at h

/-- For negative definite `V` with `-V ≥ m ≥ 0` and independent `Ψ`, the compression error on `Φ`
is at least `m` times the squared norm of the part of `Φ` outside the span of `Ψ`. -/
theorem ace_error_lower {V : Matrix n n ℂ} {Ψ : Matrix n k ℂ} {m : ℝ} (hm0 : 0 ≤ m)
    (hV : (-V).PosDef) (hm : (-V - (m : ℂ) • (1 : Matrix n n ℂ)).PosSemidef)
    (hΨ : Function.Injective Ψ.mulVec) (Φ : Matrix n p ℂ) :
    ((m * frobSq ((1 - rangeProj Ψ) * Φ) : ℝ) : ℂ) ≤ (Φᴴ * (ace V Ψ - V) * Φ).trace := by
  obtain ⟨hP, hpyth⟩ := rangeProj_pythagoras hΨ ((1 - formProj V Ψ) * Φ)
  have hPQ : rangeProj Ψ * formProj V Ψ = formProj V Ψ := by
    simp only [formProj, ← Matrix.mul_assoc, hP]
  -- both complementary projections leave the same part outside the span
  have hY : (1 - rangeProj Ψ) * ((1 - formProj V Ψ) * Φ) = (1 - rangeProj Ψ) * Φ := by
    rw [← Matrix.mul_assoc, Matrix.mul_sub, Matrix.mul_one, Matrix.sub_mul 1 _ (formProj V Ψ),
      Matrix.one_mul, hPQ, sub_self, sub_zero]
  rw [hY] at hpyth
  have hpos : 0 ≤ frobSq (rangeProj Ψ * ((1 - formProj V Ψ) * Φ)) :=
    Finset.sum_nonneg fun j _ => Finset.sum_nonneg fun i _ => sq_nonneg _
  have hle : m * frobSq ((1 - rangeProj Ψ) * Φ) ≤ m * frobSq ((1 - formProj V Ψ) * Φ) :=
    mul_le_mul_of_nonneg_left (by linarith) hm0
  have h := (hm.conjTranspose_mul_mul_same ((1 - formProj V Ψ) * Φ)).trace_nonneg
  rw [Matrix.mul_sub, Matrix.sub_mul, Matrix.mul_smul, Matrix.mul_one, Matrix.smul_mul,
    Matrix.trace_sub, Matrix.trace_smul, smul_eq_mul, trace_eq_frobSq,
    ← Complex.ofReal_mul] at h
  have e : Φᴴ * (ace V Ψ - V) * Φ
      = ((1 - formProj V Ψ) * Φ)ᴴ * (-V) * ((1 - formProj V Ψ) * Φ) := by
    rw [(ace_factor hV hΨ).1]
    simp only [Matrix.conjTranspose_mul, Matrix.mul_assoc]
  rw [e]
  exact (Complex.real_le_real.2 hle).trans (sub_nonneg.1 h)

/-- The upper bound is attained: for `V = -c` with `c > 0` and independent `Ψ`, the compression
error equals `c` times the squared norm of the part of `Φ` outside the span of `Ψ`. -/
theorem ace_error_sharp {Ψ : Matrix n k ℂ} {c : ℝ} (hc : 0 < c)
    (hΨ : Function.Injective Ψ.mulVec) (Φ : Matrix n p ℂ) :
    (Φᴴ * (ace (-((c : ℂ) • (1 : Matrix n n ℂ))) Ψ - -((c : ℂ) • (1 : Matrix n n ℂ))) * Φ).trace
      = ((c * frobSq ((1 - rangeProj Ψ) * Φ) : ℝ) : ℂ) := by
  have hV : (-(-((c : ℂ) • (1 : Matrix n n ℂ)))).PosDef := by
    rw [neg_neg]
    exact Matrix.PosDef.one.smul (Complex.zero_lt_real.2 hc)
  refine le_antisymm (ace_error_bound hV ?_ hΨ Φ).2 (ace_error_lower hc.le hV ?_ hΨ Φ)
  · rw [add_neg_cancel]
    exact Matrix.PosSemidef.zero
  · rw [neg_neg, sub_self]
    exact Matrix.PosSemidef.zero

end

end StaleCompressedExchange
```

```lean
#print axioms StaleCompressedExchange.ace_error_second_order
-- 'StaleCompressedExchange.ace_error_second_order' depends on axioms: [propext, Classical.choice, Quot.sound]
#print axioms StaleCompressedExchange.ace_error_sharp
-- 'StaleCompressedExchange.ace_error_sharp' depends on axioms: [propext, Classical.choice, Quot.sound]
```

## From the projector identities to the trace bounds

`trace_eq_frobSq` expands $\operatorname{tr}A^*A$ into squared moduli. `formProj_props` proves the three identities for $Q$. It accepts a definite $V$ of either sign, so the same lemma serves for $P$ by setting $V=1$. Its step `hM` obtains the invertibility of $M$ from definiteness and independence, and the `calc` blocks regroup the products as above.

`rangeProj_pythagoras` uses this case to split the squared norm. Its step `h` is the identity $P^2+(1-P)^2=1$, which is then placed between $X^*$ and $X$. `ace_factor` proves the first factorisation by expanding the product and collecting terms with `abel`, and the second by rewriting with the identities for $Q$.

In `ace_error_le_distance`, `hT` and `hs` remove $\Psi U$ from the error, and `hB` adds the two positive semidefinite matrices $c+V$ and $-V_{\rm ACE}$. The trace of a positive semidefinite matrix is nonnegative, which turns `hB` into the bound for every `U`.

`ace_error_bound` reads its lower half from the first factorisation and its upper half from the projection choice of `U`. `ace_error_second_order` cancels `Ψ * U` and takes $t^2$ out of the norm.

In `ace_error_lower`, `hPQ` is $PQ=Q$ and `hY` is $(1-P)Y=(1-P)\Phi$. Pythagoras then gives `hle`, where $m\ge0$ is used. `ace_error_sharp` combines the upper and lower bounds through `le_antisymm`.
